# An Invertible Numerical R-Matrix in the Exchange Relation Makes the Traces Commute

Let $S$ and $T$ be $2\times2$ matrices whose entries are operators on a spin chain. When do $\operatorname{tr}S=S_{11}+S_{22}$ and $\operatorname{tr}T$ commute, so that if one is the Hamiltonian, the other is conserved? Suppose that $S_{jk}T_{il}=T_{jk}S_{il}$ for all indices. Then

$$\operatorname{tr}S\,\operatorname{tr}T=\sum_{i,j}S_{jj}T_{ii}=\sum_{i,j}T_{jj}S_{ii}=\operatorname{tr}T\,\operatorname{tr}S .$$

The term $S_{11}T_{22}$ becomes $T_{11}S_{22}$, not $T_{22}S_{11}$. The relation reshuffles the terms with $i\neq j$, and the traces commute even though $S_{11}$ and $T_{22}$ need not. In general the reshuffling is done by an invertible matrix $R$ of numbers.

## Conjugation under the auxiliary trace

The matrix indices of $S$ and $T$ are called auxiliary, and they take $n$ values. On pairs of them, let $S_1$ act on the first index and $T_2$ on the second:

$$(S_1T_2)_{(i,j),(k,l)}=S_{ik}T_{jl},\qquad (T_2S_1)_{(i,j),(k,l)}=T_{jl}S_{ik}.$$

The exchange relation is $R\,S_1T_2=T_2S_1R$. Physically, two auxiliary particles pass through the chain, $R$ describes their mutual scattering, and the order of passage can be exchanged. The opening case is $R=P$, the swap of the two indices.

Setting $k=i$, $l=j$ and summing gives $\operatorname{tr}(S_1T_2)=\operatorname{tr}S\operatorname{tr}T$ and $\operatorname{tr}(T_2S_1)=\operatorname{tr}T\operatorname{tr}S$. A trace of operator-valued matrices is not cyclic in general, but a matrix $Q$ of numbers can be cycled:

$$\operatorname{tr}(QM)=\sum_{a,b}Q_{ab}M_{ba}=\sum_{a,b}M_{ba}Q_{ab}=\operatorname{tr}(MQ).$$

With $Q=R^{-1}$,

$$\operatorname{tr}(S_1T_2)=\operatorname{tr}(R^{-1}T_2S_1R)=\operatorname{tr}(T_2S_1RR^{-1})=\operatorname{tr}(T_2S_1).$$

Some condition on $R$ is needed, since $R=0$ satisfies the relation for every $S$ and $T$.

## Joining sites, and Yang's R-matrix

Let $S',T'$ satisfy the relation with the same $R$ on another site. Operators on different sites commute, so $S'_1T_2=T_2S'_1$ and $S_1T'_2=T'_2S_1$. Hence

$$R\,S_1S'_1T_2T'_2=R\,S_1T_2S'_1T'_2=T_2S_1R\,S'_1T'_2=T_2S_1T'_2S'_1R=T_2T'_2S_1S'_1R .$$

For a single site take $L(u)_{ij}=u\,\delta_{ij}+E_{ij}$, where $u$ is a complex spectral parameter and the site operators obey

$$[E_{ik},E_{jl}]=\delta_{il}E_{jk}-\delta_{jk}E_{il}.$$

These are the gl($n$) relations, the algebra of generalised spin, with the indices of $E$ transposed relative to the usual matrix units. Put $S=L(u)$, $T=L(v)$, $x=u-v$ and $R=x+P$. The entry $(i,j),(k,l)$ of the exchange relation reads

$$x\,[S_{ik},T_{jl}]=T_{jk}S_{il}-S_{jk}T_{il}.$$

On the right, the terms $uv\,\delta_{jk}\delta_{il}$ and $E_{jk}E_{il}$ cancel, leaving $(u-v)(\delta_{il}E_{jk}-\delta_{jk}E_{il})$. This equals the left side by the commutation relations.

Since $P^2=1$, we have $(x+P)(-x+P)=1-x^2$, so $R$ is invertible when $x^2\neq1$.

## Two spins one-half at $u=3$, $v=1$

Let $n=2$ and $E_{ij}=e_{ji}$, where $e_{ab}$ has a single 1 in row $a$, column $b$. Here $R=2+P$ and $R^{-1}=(2-P)/3$. The entry $(1,2),(2,1)$ of the relation has left side

$$2S_{12}T_{21}+S_{22}T_{11}=2\,\mathrm{diag}(0,1)+\mathrm{diag}(6,4)=\mathrm{diag}(6,6)$$

and right side

$$2T_{21}S_{12}+T_{22}S_{11}=2\,\mathrm{diag}(1,0)+\mathrm{diag}(4,6)=\mathrm{diag}(6,6).$$

For two such sites, the trace of the product of their Lax matrices, called the transfer matrix, is $t(u)=2u^2+2u+\Pi$, where $\Pi$ swaps the two spins. Thus $t(3)=24+\Pi$ and $t(1)=4+\Pi$, whose product in either order is $97+28\,\Pi$.

## Operator-valued matrices in Lean

The auxiliary index type `n` is finite. The operators form any complex algebra `A`, which may be infinite-dimensional.

```lean
import Mathlib

open Matrix

namespace CommutingTransferMatrices

noncomputable section

variable {n A : Type*} [Fintype n] [DecidableEq n] [Ring A] [Algebra ℂ A]
```

The next two definitions are $S_1$ and $T_2$. The `if` is the identity on the other index.

```lean
/-- The matrix `S₁`: `S` acts on the first auxiliary index, the identity on the second. -/
def leg1 (S : Matrix n n A) : Matrix (n × n) (n × n) A :=
  Matrix.of fun p q => if p.2 = q.2 then S p.1 q.1 else 0

/-- The matrix `T₂`: `T` acts on the second auxiliary index, the identity on the first. -/
def leg2 (T : Matrix n n A) : Matrix (n × n) (n × n) A :=
  Matrix.of fun p q => if p.1 = q.1 then T p.2 q.2 else 0
```

In `RTT`, the map `algebraMap ℂ A` turns each number in $R$ into a multiple of the identity operator. A scalar matrix here means a matrix of numbers, not a multiple of the identity matrix.

```lean
/-- The exchange relation `R S₁ T₂ = T₂ S₁ R` with a scalar matrix `R`. -/
def RTT (R : Matrix (n × n) (n × n) ℂ) (S T : Matrix n n A) : Prop :=
  R.map (algebraMap ℂ A) * (leg1 S * leg2 T) = leg2 T * leg1 S * R.map (algebraMap ℂ A)
```

The remaining definitions are $\delta_{ij}$, $x+P$ and $L(u)$.

```lean
/-- The Kronecker delta. -/
def delta (i j : n) : ℂ := if i = j then 1 else 0

/-- Yang's R-matrix `x + P`, where `P` exchanges the two auxiliary indices. -/
def yangR (n : Type*) [DecidableEq n] (x : ℂ) : Matrix (n × n) (n × n) ℂ :=
  Matrix.of fun p q => (if p = q then x else 0) + (if p.swap = q then 1 else 0)

/-- The Lax matrix `u + E` of a site with operators `E i j`. -/
def lax (u : ℂ) (E : Matrix n n A) : Matrix n n A :=
  Matrix.of fun i j => (u * delta i j) • (1 : A) + E i j
```

## The trace theorem

The entry formulas come first. In each matrix product only one intermediate pair contributes, $(k,j)$ for $S_1T_2$ and $(i,l)$ for $T_2S_1$.

```lean
omit [Algebra ℂ A] in
/-- The entries of `S₁ T₂` and `T₂ S₁` are the products of entries of `S` and `T` in the
corresponding operator order. -/
theorem leg_apply (S T : Matrix n n A) (i j k l : n) :
    (leg1 S * leg2 T) (i, j) (k, l) = S i k * T j l ∧
    (leg2 T * leg1 S) (i, j) (k, l) = T j l * S i k := by
  constructor
  · rw [Matrix.mul_apply, Fintype.sum_eq_single (k, j)]
    · simp [leg1, leg2]
    · rintro ⟨p, q⟩ h
      simp only [leg1, leg2, Matrix.of_apply]
      split_ifs <;> simp_all
  · rw [Matrix.mul_apply, Fintype.sum_eq_single (i, l)]
    · simp [leg1, leg2]
    · rintro ⟨p, q⟩ h
      simp only [leg1, leg2, Matrix.of_apply]
      split_ifs <;> simp_all
```

The theorem says that if `R` is invertible and `RTT R S T` holds, the two traces commute as elements of `A`. These are traces over the auxiliary index only.

In the proof, `Q` is $R^{-1}$, and `hl` and `hr` state that it remains a two-sided inverse after mapping into `A`. The step `cyc` is the cycling identity, while `t1` and `t2` evaluate the two traces. The last line inserts $R^{-1}R$, applies the exchange relation and cycles.

```lean
/-- If `R S₁ T₂ = T₂ S₁ R` with an invertible scalar matrix `R`, then the traces of `S` and `T`
commute. -/
theorem trace_commute {R : Matrix (n × n) (n × n) ℂ} {S T : Matrix n n A}
    (hR : IsUnit R) (h : RTT R S T) : S.trace * T.trace = T.trace * S.trace := by
  obtain ⟨U, rfl⟩ := hR
  let f := algebraMap ℂ A
  let Q : Matrix (n × n) (n × n) ℂ := ↑U⁻¹
  have hl : Q.map f * (U : Matrix (n × n) (n × n) ℂ).map f = 1 := by
    rw [← Matrix.map_mul, U.inv_mul]; simp
  have hr : (U : Matrix (n × n) (n × n) ℂ).map f * Q.map f = 1 := by
    rw [← Matrix.map_mul, U.mul_inv]; simp
  -- a scalar matrix may be cycled under the trace
  have cyc : ∀ M : Matrix (n × n) (n × n) A, (Q.map f * M).trace = (M * Q.map f).trace := by
    intro M
    simp only [Matrix.trace, Matrix.diag_apply, Matrix.mul_apply, Matrix.map_apply]
    rw [Finset.sum_comm]
    exact Finset.sum_congr rfl fun i _ => Finset.sum_congr rfl fun j _ => Algebra.commutes _ _
  have t1 : (leg1 S * leg2 T).trace = S.trace * T.trace := by
    simp only [Matrix.trace, Matrix.diag_apply, Fintype.sum_prod_type, (leg_apply S T _ _ _ _).1,
      Finset.sum_mul_sum]
  have t2 : (leg2 T * leg1 S).trace = T.trace * S.trace := by
    simp only [Matrix.trace, Matrix.diag_apply, Fintype.sum_prod_type_right,
      (leg_apply S T _ _ _ _).2, Finset.sum_mul_sum]
  rw [← t1, ← t2, ← one_mul (leg1 S * leg2 T), ← hl, mul_assoc, h, cyc, mul_assoc, hr, mul_one]
```

## Products of exchange relations

Two lemmas prepare the joining of sites: entrywise commutation makes $S_1$ and $T_2$ commute, and both placements respect matrix products.

```lean
omit [Algebra ℂ A] in
/-- If the entries of `S` commute with those of `T`, then `S₁` and `T₂` commute. -/
theorem leg_commute {S T : Matrix n n A} (c : ∀ i j k l, Commute (S i j) (T k l)) :
    Commute (leg1 S) (leg2 T) := by
  change _ * _ = _ * _
  ext ⟨i, j⟩ ⟨k, l⟩
  rw [(leg_apply S T _ _ _ _).1, (leg_apply S T _ _ _ _).2]
  exact c _ _ _ _

omit [Algebra ℂ A] in
/-- Placing a matrix on either auxiliary index respects matrix products. -/
theorem leg_mul (S T : Matrix n n A) :
    leg1 (S * T) = leg1 S * leg1 T ∧ leg2 (S * T) = leg2 S * leg2 T := by
  constructor
  · ext ⟨i, j⟩ ⟨k, l⟩
    by_cases h : j = l <;> simp [leg1, Matrix.mul_apply, Fintype.sum_prod_type, h]
  · ext ⟨i, j⟩ ⟨k, l⟩
    by_cases h : i = k <;> simp [leg2, Matrix.mul_apply, Fintype.sum_prod_type_right, h]
```

The hypotheses `c` and `c'` express that operators on different sites commute. The `calc` block is the chain of equalities derived above, with regrouping made explicit.

```lean
/-- Exchange relations with the same `R` multiply, provided the entries of `S'` commute with
those of `T` and the entries of `S` with those of `T'`. -/
theorem RTT.mul {R : Matrix (n × n) (n × n) ℂ} {S T S' T' : Matrix n n A}
    (h : RTT R S T) (h' : RTT R S' T') (c : ∀ i j k l, Commute (S' i j) (T k l))
    (c' : ∀ i j k l, Commute (S i j) (T' k l)) : RTT R (S * S') (T * T') := by
  have e := (leg_commute c).eq
  have e' := (leg_commute c').eq
  unfold RTT at *
  rw [(leg_mul S S').1, (leg_mul T T').2]
  set r := R.map (algebraMap ℂ A)
  -- move `R` through one site after the other
  calc r * (leg1 S * leg1 S' * (leg2 T * leg2 T'))
      = r * (leg1 S * (leg1 S' * leg2 T) * leg2 T') := by simp only [mul_assoc]
    _ = r * (leg1 S * leg2 T) * (leg1 S' * leg2 T') := by rw [e]; simp only [mul_assoc]
    _ = leg2 T * leg1 S * (r * (leg1 S' * leg2 T')) := by rw [h]; simp only [mul_assoc]
    _ = leg2 T * (leg1 S * leg2 T') * leg1 S' * r := by rw [h']; simp only [mul_assoc]
    _ = leg2 T * leg2 T' * (leg1 S * leg1 S') * r := by rw [e']; simp only [mul_assoc]
```

## Yang's R-matrix and the Lax matrix

Multiplication by $x+P$ gives $x$ times the matrix plus a copy with its row pair or column pair swapped.

```lean
/-- Multiplying by Yang's R-matrix from the left or right gives `x` times the matrix plus the
matrix with its row or column pair exchanged. -/
theorem yangR_apply (x : ℂ) (M : Matrix (n × n) (n × n) A) (p q : n × n) :
    ((yangR n x).map (algebraMap ℂ A) * M) p q = x • M p q + M p.swap q ∧
    (M * (yangR n x).map (algebraMap ℂ A)) p q = x • M p q + M p q.swap := by
  have hs : ∀ r s : n × n, r.swap = s ↔ r = s.swap := fun r s =>
    ⟨fun h => by rw [← h, Prod.swap_swap], fun h => by rw [h, Prod.swap_swap]⟩
  constructor
  · simp only [Matrix.mul_apply, Matrix.map_apply, yangR, Matrix.of_apply, map_add,
      apply_ite (algebraMap ℂ A), map_zero, map_one, add_mul, ite_mul, zero_mul, one_mul,
      Finset.sum_add_distrib, Finset.sum_ite_eq, Finset.mem_univ, if_true, Algebra.smul_def]
  · simp only [Matrix.mul_apply, Matrix.map_apply, yangR, Matrix.of_apply, map_add, hs,
      apply_ite (algebraMap ℂ A), map_zero, map_one, mul_add, mul_ite, mul_zero, mul_one,
      Finset.sum_add_distrib, Finset.sum_ite_eq', Finset.mem_univ, if_true]
    rw [Algebra.smul_def, Algebra.commutes]
```

Invertibility follows from $(x+P)(-x+P)=1-x^2$. A one-sided inverse suffices for square matrices of numbers.

```lean
/-- Yang's R-matrix `x + P` is invertible when `x² ≠ 1`. -/
theorem yangR_isUnit {x : ℂ} (hx : x ^ 2 ≠ 1) : IsUnit (yangR n x) := by
  have h : yangR n x * yangR n (-x) = (1 - x ^ 2) • 1 := by
    ext p q
    have e : (yangR n x * yangR n (-x)) p q = x • yangR n (-x) p q + yangR n (-x) p.swap q :=
      (yangR_apply (A := ℂ) x (yangR n (-x)) p q).1
    rw [e]
    simp only [yangR, Matrix.of_apply, Prod.swap_swap, Matrix.smul_apply, Matrix.one_apply,
      smul_eq_mul]
    split_ifs <;> ring
  have h1 : yangR n x * ((1 - x ^ 2)⁻¹ • yangR n (-x)) = 1 := by
    rw [Matrix.mul_smul, h, smul_smul, inv_mul_cancel₀ (sub_ne_zero.mpr hx.symm), one_smul]
  exact ⟨⟨_, _, h1, mul_eq_one_comm.mp h1⟩, rfl⟩
```

The exchange relation for Lax matrices holds for all $u$ and $v$. After expansion into entries, the final tactic adds $(u-v)$ times the commutation relation `hE`.

```lean
/-- For operators `E i j` with the gl(n) commutation relations, the Lax matrices at `u` and `v`
obey the exchange relation with Yang's R-matrix at `u - v`. -/
theorem lax_rtt {E : Matrix n n A} (hE : ∀ i j k l, E i k * E j l - E j l * E i k
      = delta i l • E j k - delta j k • E i l) (u v : ℂ) :
    RTT (yangR n (u - v)) (lax u E) (lax v E) := by
  unfold RTT
  ext ⟨i, j⟩ ⟨k, l⟩
  rw [(yangR_apply _ _ _ _).1, (yangR_apply _ _ _ _).2]
  simp only [Prod.swap_prod_mk, (leg_apply (lax u E) (lax v E) _ _ _ _).1,
    (leg_apply (lax u E) (lax v E) _ _ _ _).2]
  simp only [lax, Matrix.of_apply, mul_add, add_mul, smul_mul_assoc, mul_smul_comm, one_mul,
    mul_one]
  linear_combination (norm := module) (u - v) • hE i j k l
```

Matrix units satisfy `hE`, with the transposition visible in `Matrix.single k i` for $E_{ik}$.

```lean
/-- The matrix units, with `E i j` the unit in row `j` and column `i`, obey the gl(n)
commutation relations. -/
theorem lax_rtt_witness (i j k l : n) :
    Matrix.single k i (1 : ℂ) * Matrix.single l j 1 - Matrix.single l j 1 * Matrix.single k i 1
      = delta i l • Matrix.single k j 1 - delta j k • Matrix.single l i 1 := by
  by_cases h1 : i = l <;> by_cases h2 : j = k <;>
    simp [delta, h1, h2, Matrix.single_mul_single_of_ne]

end

end CommutingTransferMatrices
```

```lean
#print axioms CommutingTransferMatrices.trace_commute
#print axioms CommutingTransferMatrices.RTT.mul
#print axioms CommutingTransferMatrices.yangR_isUnit
#print axioms CommutingTransferMatrices.lax_rtt
```

```
'CommutingTransferMatrices.trace_commute' depends on axioms: [propext, Classical.choice, Quot.sound]
'CommutingTransferMatrices.RTT.mul' depends on axioms: [propext, Classical.choice, Quot.sound]
'CommutingTransferMatrices.yangR_isUnit' depends on axioms: [propext, Classical.choice, Quot.sound]
'CommutingTransferMatrices.lax_rtt' depends on axioms: [propext, Classical.choice, Quot.sound]
```

## From the relation to a spin chain

In integrable quantum spin chains, commuting transfer matrices supply conserved quantities; the theorem gives this for one pair $S,T$ at a time, with a finite auxiliary index and a given invertible $R$. For Lax matrices with Yang's $R$, `yangR_isUnit` supplies the invertibility when $(u-v)^2\neq1$. The traces commute at the excluded values too, because for fixed $v$ their commutator is a polynomial in $u$ that vanishes at all other points. The step to a physical model is to multiply the Lax matrices of all its sites, using `RTT.mul` repeatedly, and to construct the Hamiltonian from the resulting family of traces. For a chain of the spins one-half above, the logarithmic derivative $t(0)^{-1}t'(0)$ of the transfer matrix is the sum of the swaps of neighbouring spins on a ring, which is the Heisenberg exchange interaction up to a factor and an additive constant.
